# Detailed balance sets the slope at zero overpotential and the Tafel limit of a current with exponential rates

The model is a net current j(x) = exp(a + p x) − exp(b − q x), a forward minus a backward rate, with x the dimensionless overpotential and a, b, p, q real constants. If the ratio of forward to backward rate is exp x at every x, the theorem `kinetics_of_detailedBalance` concludes that a = b and p + q = 1, that j has derivative exp a at x = 0, and that log j(x) − p x tends to a as x → +∞. The attempt gets the two relations between the constants from an earlier lemma and the slope from the general derivative of the current. For the limit it writes j as exp(a + p x) (1 − exp(−x)) and splits the logarithm, which needs the second factor to be nonzero; the proof shows that it is positive for x > 0.

In Lean, a first try:

```lean
import Mathlib

open Filter Topology

namespace KineticsOfDetailedBalance

noncomputable section

/-- Forward rate at the dimensionless overpotential `x`, with log-prefactor `a` and
transfer coefficient `p`. -/
def forwardRate (a p x : ℝ) : ℝ := Real.exp (a + p * x)

/-- Backward rate at the dimensionless overpotential `x`, with log-prefactor `b` and
transfer coefficient `q`. -/
def backwardRate (b q x : ℝ) : ℝ := Real.exp (b - q * x)

/-- Net current: forward rate minus backward rate. -/
def netCurrent (a b p q x : ℝ) : ℝ := forwardRate a p x - backwardRate b q x

/-- Detailed balance: at every overpotential `x` the ratio of forward to backward rate
is `exp x`. -/
def DetailedBalance (a b p q : ℝ) : Prop :=
  ∀ x : ℝ, forwardRate a p x / backwardRate b q x = Real.exp x

variable {a b p q : ℝ}

/-- Detailed balance holds exactly when the two prefactors agree and the two transfer
coefficients add up to one. -/
theorem detailedBalance_iff : DetailedBalance a b p q ↔ a = b ∧ p + q = 1 := by
  simp only [DetailedBalance, forwardRate, backwardRate, ← Real.exp_sub]
  constructor
  · intro h
    -- two overpotentials suffice to give both relations
    have h0 := Real.exp_injective (h 0)
    have h1 := Real.exp_injective (h 1)
    exact ⟨by linarith, by linarith⟩
  · rintro ⟨hab, hpq⟩ x
    congr 1
    linear_combination hab + x * hpq

/-- Under detailed balance the net current is the forward rate times `1 - exp (-x)`. -/
theorem netCurrent_eq (h : DetailedBalance a b p q) (x : ℝ) :
    netCurrent a b p q x = Real.exp (a + p * x) * (1 - Real.exp (-x)) := by
  obtain ⟨hab, hpq⟩ := detailedBalance_iff.mp h
  have hx : b - q * x = (a + p * x) + -x := by linear_combination -x * hpq - hab
  unfold netCurrent forwardRate backwardRate
  rw [hx, Real.exp_add (a + p * x) (-x)]
  ring

/-- The differential conductance at any overpotential is the sum of the two rates, each
weighted by its transfer coefficient. -/
theorem hasDerivAt_netCurrent (a b p q x : ℝ) :
    HasDerivAt (netCurrent a b p q)
      (p * forwardRate a p x + q * backwardRate b q x) x := by
  have h1 : HasDerivAt (fun y : ℝ => Real.exp (a + p * y))
      (Real.exp (a + p * x) * (p * 1)) x :=
    (((hasDerivAt_id' x).const_mul p).const_add a).exp
  have h2 : HasDerivAt (fun y : ℝ => Real.exp (b - q * y))
      (Real.exp (b - q * x) * (-(q * 1))) x :=
    (((hasDerivAt_id' x).const_mul q).const_sub b).exp
  exact (h1.fun_sub h2).congr_deriv (by unfold forwardRate backwardRate; ring)

/-- The factor `1 - exp (-x)` tends to one at large positive overpotential. -/
theorem tendsto_one_sub_exp_neg :
    Tendsto (fun x : ℝ => 1 - Real.exp (-x)) atTop (𝓝 1) := by
  have h := Real.tendsto_exp_neg_atTop_nhds_zero.const_sub (1 : ℝ)
  rw [sub_zero] at h
  exact h

/-- If the rates obey detailed balance, then the prefactors agree, the transfer coefficients add up
to one, the current has slope `exp a` at zero overpotential, and, with `j` the current,
`log j - p x` tends to `a` at large positive overpotential. -/
theorem kinetics_of_detailedBalance (h : DetailedBalance a b p q) :
    a = b ∧ p + q = 1 ∧ HasDerivAt (netCurrent a b p q) (Real.exp a) 0 ∧
      Tendsto (fun x => Real.log (netCurrent a b p q x) - p * x) atTop (𝓝 a) := by
  obtain ⟨hab, hpq⟩ := detailedBalance_iff.mp h
  refine ⟨hab, hpq, ?_, ?_⟩
  · refine (hasDerivAt_netCurrent a b p q 0).congr_deriv ?_
    rw [← hab]
    simp only [forwardRate, backwardRate, mul_zero, add_zero, sub_zero]
    linear_combination Real.exp a * hpq
  · have hl := (tendsto_one_sub_exp_neg.log one_ne_zero).const_add a
    rw [Real.log_one, add_zero] at hl
    refine hl.congr' ?_
    filter_upwards [eventually_gt_atTop (0 : ℝ)] with x hx
    -- the current is positive here, so its logarithm splits
    have hpos : 0 < 1 - Real.exp (-x) := by
      have := Real.exp_lt_one (show -x < 0 by linarith)
      linarith
    rw [netCurrent_eq h x, Real.log_mul (Real.exp_pos _).ne' hpos.ne', Real.log_exp]
    ring

end

end KineticsOfDetailedBalance
```

Messages:

```
Main.lean:88:14: error(lean.unknownIdentifier): Unknown constant `Real.exp_lt_one`
```

Diagnosis. The one error is a name that does not exist: Lean finds no constant called `Real.exp_lt_one` in what the file imports. The line was meant to supply exp(−x) < 1 from −x < 0, a true inequality, so the mathematics of the step is sound and only the reference fails.

The repair uses `Real.exp_lt_one_iff`, which does exist and is an equivalence between the exponential being less than one and its argument being negative. Because it is an equivalence and not an implication, it can't be applied directly to the proof of −x < 0; `.mpr` picks out the direction from right to left, which takes that proof and returns exp(−x) < 1. The `linarith` on the next line then turns this into 0 < 1 − exp(−x), as the attempt intended. Nothing else in the proof changes.

Lean accepts the file once it reads:

```diff
@@ -86,5 +86,5 @@
     -- the current is positive here, so its logarithm splits
     have hpos : 0 < 1 - Real.exp (-x) := by
-      have := Real.exp_lt_one (show -x < 0 by linarith)
+      have := Real.exp_lt_one_iff.mpr (show -x < 0 by linarith)
       linarith
     rw [netCurrent_eq h x, Real.log_mul (Real.exp_pos _).ne' hpos.ne', Real.log_exp]
```
